# The Jacobi criterion: a positive comparison function bounds the energy from below

Take $\hbar = m = 1$ and an interval $[a,b]$. Let $V$ be a continuous potential on $[a,b]$, let $c$ be a real number, and let $p$ be a twice continuously differentiable function, positive on all of $[a,b]$, with
$$-\tfrac12 p'' + Vp \ \ge\ c\,p .$$
Then every real, continuously differentiable $u$ with $u(a) = u(b) = 0$ satisfies
$$E[u] = \int_a^b \left(\tfrac12 u'^2 + V u^2\right) dx \ \ge\ c \int_a^b u^2\,dx = c\,N[u],$$
and the inequality is strict when $u$ is nonzero somewhere in $[a,b]$. For a normalised trial function, $N[u] = 1$, the bound reads $E[u] \ge c$. A Rayleigh–Ritz trial function bounds the lowest energy from above; for one particle in one dimension between hard walls, a positive $p$ bounds the energy of all real $C^1$ trial functions from below.

```lean
import Mathlib

open Set Real MeasureTheory Filter Topology

namespace JacobiCriterion

noncomputable section
```

## The model

A function and its derivative are given as two maps $\mathbb{R} \to \mathbb{R}$. `C1On f f' a b` requires both to be continuous on the closed interval `Icc a b` and `f'` to be the derivative of `f` on the open interval `Ioo a b`. Values outside $[a,b]$ are unconstrained. "$p$ is $C^2$" is the pair `C1On p p' a b` and `C1On p' p'' a b`.

```lean
/-- `f` is continuously differentiable on `[a,b]` with derivative `f'`: both are continuous on
the closed interval and `f'` is the derivative of `f` in the interior. -/
structure C1On (f f' : ℝ → ℝ) (a b : ℝ) : Prop where
  cont : ContinuousOn f (Icc a b)
  cont' : ContinuousOn f' (Icc a b)
  hasDeriv : ∀ x ∈ Ioo a b, HasDerivAt f (f' x) x
```

The energy $E[u]$ uses the first-order form $u'^2/2$ of the kinetic term, so $u$ needs no second derivative.

```lean
/-- Energy functional `∫ (u'²/2 + V u²)` over `[a,b]`, in units `ħ = m = 1`. -/
def energy (V u u' : ℝ → ℝ) (a b : ℝ) : ℝ := ∫ x in a..b, (u' x ^ 2 / 2 + V x * u x ^ 2)
```

The function $u$ is not assumed normalised; $N[u]$ is carried along as a factor.

```lean
/-- Normalisation integral `∫ u²` over `[a,b]`. -/
def normIntegral (u : ℝ → ℝ) (a b : ℝ) : ℝ := ∫ x in a..b, u x ^ 2
```

The local energy of the comparison function is $E_L(x) = \left(-\tfrac12 p''(x) + V(x)p(x)\right)/p(x)$. For positive $p$ the hypothesis of the criterion says $E_L \ge c$ at every point.

```lean
/-- Local energy `(-p''/2 + V p) / p` of the comparison function `p`. -/
def localEnergy (V p p'' : ℝ → ℝ) (x : ℝ) : ℝ := (-p'' x / 2 + V x * p x) / p x
```

All statements concern these integrals. No Hamiltonian operator, spectrum or eigenfunction is defined, and complex functions, trial functions with kinks, singular potentials and infinite intervals lie outside the hypotheses. In the calculus of variations Jacobi's condition relates positivity of a quadratic functional to the absence of conjugate points in both directions; what is proved below is the sufficient direction, from a given positive $p$ to the bound, and the existence of such a $p$ is always a hypothesis or an explicit construction.

## The Picone identity

Write $w = u' - u\,p'/p$. At a point where $p \ne 0$, the product and quotient rules give
$$\left(\frac{u^2 p'}{p}\right)' = \frac{2uu'p'}{p} + \frac{u^2p''}{p} - \frac{u^2p'^2}{p^2}.$$
Expanding the square,
$$u'^2 - w^2 = \frac{2uu'p'}{p} - \frac{u^2p'^2}{p^2},$$
and comparing the two lines,
$$\left(\frac{u^2 p'}{p}\right)' = u'^2 - w^2 + \frac{u^2p''}{p}.$$
In `picone_identity` the numbers `u1` and `p2` stand for $u'(x)$ and $p''(x)$ at the single point `x`. The term `h` applies the product rule twice and the quotient rule once; `field_simp` and `ring` compare the outcome with the stated form.

```lean
variable {V u u' p p' p'' : ℝ → ℝ} {a b c : ℝ}

/-- Picone identity: where `p ≠ 0`, the derivative of `u² p'/p` is
`u'² - (u' - u p'/p)² + u² p''/p`. -/
theorem picone_identity {x u1 p2 : ℝ} (hu : HasDerivAt u u1 x) (hp : HasDerivAt p (p' x) x)
    (hp' : HasDerivAt p' p2 x) (h0 : p x ≠ 0) :
    HasDerivAt (fun y => u y ^ 2 * p' y / p y)
      (u1 ^ 2 - (u1 - u x * p' x / p x) ^ 2 + u x ^ 2 * p2 / p x) x := by
  have h := ((hu.fun_mul hu).fun_mul hp').fun_div hp h0
  have e : (fun y => u y ^ 2 * p' y / p y) = fun y => u y * u y * p' y / p y := by
    funext y
    ring
  rw [e]
  refine h.congr_deriv ?_
  field_simp
  ring
```

## Splitting the energy

When $p$ has no zero on $[a,b]$, $E_L$ is a quotient of continuous functions with nonvanishing denominator, hence continuous and integrable.

```lean
/-- The local energy is continuous on `[a,b]` when `V`, `p`, `p''` are and `p` has no zero. -/
theorem localEnergy_continuousOn (hV : ContinuousOn V (Icc a b))
    (hp : ContinuousOn p (Icc a b)) (hp'' : ContinuousOn p'' (Icc a b))
    (hne : ∀ x ∈ Icc a b, p x ≠ 0) : ContinuousOn (localEnergy V p p'') (Icc a b) :=
  ((hp''.neg.div_const 2).add (hV.mul hp)).div hp hne
```

Since $E_L u^2 = -\tfrac12 u^2p''/p + Vu^2$, the energy density can be written pointwise as
$$\tfrac12 u'^2 + Vu^2 = \tfrac12 w^2 + E_L u^2 + \tfrac12\left(u'^2 - w^2 + \frac{u^2p''}{p}\right).$$
The bracket is the derivative in the Picone identity, so integration gives
$$E[u] = \int_a^b \tfrac12 w^2\,dx + \int_a^b E_L u^2\,dx + \tfrac12\left[\frac{u^2p'}{p}\right]_a^b .$$
This holds for $a \le b$, any nowhere-vanishing $p$ and any boundary values of $u$; at $a = b$ every term is zero. In the proof, `c1` to `c4` record continuity, `hF` is the fundamental theorem of calculus applied to $u^2p'/p$, and after the three integrals are merged `integral_congr` leaves the pointwise identity above.

```lean
/-- For a nodeless `C²` function `p`, the energy of any `C¹` function `u` is
`∫ (u' - u p'/p)²/2`, plus the local energy of `p` weighted by `u²`, plus `[u² p'/p]/2`. -/
theorem energy_decomposition (hab : a ≤ b) (hV : ContinuousOn V (Icc a b))
    (hp : C1On p p' a b) (hp' : C1On p' p'' a b) (hne : ∀ x ∈ Icc a b, p x ≠ 0)
    (hu : C1On u u' a b) :
    energy V u u' a b = (∫ x in a..b, (u' x - u x * p' x / p x) ^ 2 / 2)
      + (∫ x in a..b, localEnergy V p p'' x * u x ^ 2)
      + (u b ^ 2 * p' b / p b - u a ^ 2 * p' a / p a) / 2 := by
  have cw : ContinuousOn (fun x => u' x - u x * p' x / p x) (Icc a b) :=
    hu.cont'.sub ((hu.cont.mul hp.cont').div hp.cont hne)
  have c1 : ContinuousOn (fun x => (u' x - u x * p' x / p x) ^ 2 / 2) (Icc a b) :=
    (cw.pow 2).div_const 2
  have c2 : ContinuousOn (fun x => localEnergy V p p'' x * u x ^ 2) (Icc a b) :=
    (localEnergy_continuousOn hV hp.cont hp'.cont' hne).mul (hu.cont.pow 2)
  have c3 : ContinuousOn (fun x => u' x ^ 2 - (u' x - u x * p' x / p x) ^ 2
      + u x ^ 2 * p'' x / p x) (Icc a b) :=
    ((hu.cont'.pow 2).sub (cw.pow 2)).add (((hu.cont.pow 2).mul hp'.cont').div hp.cont hne)
  have c4 : ContinuousOn (fun y => u y ^ 2 * p' y / p y) (Icc a b) :=
    ((hu.cont.pow 2).mul hp.cont').div hp.cont hne
  have i1 := c1.intervalIntegrable_of_Icc (μ := volume) hab
  have i2 := c2.intervalIntegrable_of_Icc (μ := volume) hab
  have i3 := c3.intervalIntegrable_of_Icc (μ := volume) hab
  -- integrate the Picone identity
  have hF : (∫ x in a..b, (u' x ^ 2 - (u' x - u x * p' x / p x) ^ 2 + u x ^ 2 * p'' x / p x))
      = u b ^ 2 * p' b / p b - u a ^ 2 * p' a / p a :=
    intervalIntegral.integral_eq_sub_of_hasDerivAt_of_le hab c4
      (fun x hx => picone_identity (hu.hasDeriv x hx) (hp.hasDeriv x hx) (hp'.hasDeriv x hx)
        (hne x (Ioo_subset_Icc_self hx))) i3
  rw [← hF, ← intervalIntegral.integral_div, ← intervalIntegral.integral_add i1 i2,
    ← intervalIntegral.integral_add (i1.add i2) (i3.div_const 2)]
  unfold energy
  apply intervalIntegral.integral_congr
  intro x hx
  rw [uIcc_of_le hab] at hx
  have h0 := hne x hx
  simp only [localEnergy]
  field_simp
  ring
```

## The lower bound

Now let $p > 0$, $-p''/2 + Vp \ge cp$ (hypotheses `hpos`, `hc`) and $u(a) = u(b) = 0$ (`ha`, `hb`). Dividing by $p$ gives $E_L \ge c$; multiplying by $u^2 \ge 0$ and integrating gives $\int E_L u^2 \ge cN[u]$, which is `h1`. The boundary term vanishes because $u$ does and $p'/p$ is finite at the walls, which is `hz`. Therefore
$$c\,N[u] + \int_a^b \tfrac12 w^2\,dx \ \le\ E[u].$$

```lean
/-- If `p > 0` obeys `-p''/2 + V p ≥ c p` and `u(a) = u(b) = 0`, the energy of `u` exceeds
`c ∫ u²` by at least `∫ (u' - u p'/p)²/2`. -/
theorem jacobi_gap (hab : a ≤ b) (hV : ContinuousOn V (Icc a b))
    (hp : C1On p p' a b) (hp' : C1On p' p'' a b) (hpos : ∀ x ∈ Icc a b, 0 < p x)
    (hc : ∀ x ∈ Icc a b, c * p x ≤ -p'' x / 2 + V x * p x)
    (hu : C1On u u' a b) (ha : u a = 0) (hb : u b = 0) :
    c * normIntegral u a b + (∫ x in a..b, (u' x - u x * p' x / p x) ^ 2 / 2)
      ≤ energy V u u' a b := by
  have hne : ∀ x ∈ Icc a b, p x ≠ 0 := fun x hx => (hpos x hx).ne'
  have c1 : ContinuousOn (fun x => c * u x ^ 2) (Icc a b) :=
    continuousOn_const.mul (hu.cont.pow 2)
  have c2 : ContinuousOn (fun x => localEnergy V p p'' x * u x ^ 2) (Icc a b) :=
    (localEnergy_continuousOn hV hp.cont hp'.cont' hne).mul (hu.cont.pow 2)
  -- the local energy is at least `c` pointwise
  have h1 : c * normIntegral u a b ≤ ∫ x in a..b, localEnergy V p p'' x * u x ^ 2 := by
    unfold normIntegral
    rw [← intervalIntegral.integral_const_mul]
    apply intervalIntegral.integral_mono_on hab (c1.intervalIntegrable_of_Icc hab)
      (c2.intervalIntegrable_of_Icc hab)
    intro x hx
    have h : c ≤ localEnergy V p p'' x := (le_div_iff₀ (hpos x hx)).2 (hc x hx)
    exact mul_le_mul_of_nonneg_right h (sq_nonneg _)
  -- the boundary term vanishes
  have hz : (u b ^ 2 * p' b / p b - u a ^ 2 * p' a / p a) / 2 = 0 := by
    rw [ha, hb]
    simp
  rw [energy_decomposition hab hV hp hp' hne hu, hz]
  linarith
```

The integral of $w^2/2$ is non-negative (`h0`), and discarding it gives the criterion $cN[u] \le E[u]$.

```lean
/-- Jacobi criterion: if a positive `C²` function `p` obeys `-p''/2 + V p ≥ c p` on `[a,b]`,
every `C¹` function `u` with `u(a) = u(b) = 0` has `∫ (u'²/2 + V u²) ≥ c ∫ u²`. -/
theorem jacobi_criterion (hab : a ≤ b) (hV : ContinuousOn V (Icc a b))
    (hp : C1On p p' a b) (hp' : C1On p' p'' a b) (hpos : ∀ x ∈ Icc a b, 0 < p x)
    (hc : ∀ x ∈ Icc a b, c * p x ≤ -p'' x / 2 + V x * p x)
    (hu : C1On u u' a b) (ha : u a = 0) (hb : u b = 0) :
    c * normIntegral u a b ≤ energy V u u' a b := by
  have h := jacobi_gap hab hV hp hp' hpos hc hu ha hb
  have h0 : 0 ≤ ∫ x in a..b, (u' x - u x * p' x / p x) ^ 2 / 2 :=
    intervalIntegral.integral_nonneg hab (fun x _ => by positivity)
  linarith
```

## Strictness

Suppose $u(x) \ne 0$ for some $x \in [a,b]$. Since $u(a) = 0$, this forces $a < x \le b$, so `jacobi_criterion_strict` needs no separate ordering hypothesis. If $w$ vanished everywhere on $[a,b]$, then
$$\left(\frac{u}{p}\right)' = \frac{u'p - up'}{p^2} = \frac{w}{p} = 0$$
on $(a,x)$, so $u(x)/p(x) = u(a)/p(a) = 0$, contradicting $u(x) \neq 0$. This is `hw`, with `hd` the vanishing derivative and `hF` its integral from $a$ to $x$. Hence $w^2/2$ is continuous, non-negative and positive at some point $y$, its integral is positive (`integral_pos`), and the gap inequality gives $cN[u] < E[u]$. The strict inequality is stated for each $u$ separately; no uniform margin is given.

```lean
/-- The bound of the Jacobi criterion is strict when `u` is nonzero somewhere in `[a,b]`. -/
theorem jacobi_criterion_strict (hV : ContinuousOn V (Icc a b))
    (hp : C1On p p' a b) (hp' : C1On p' p'' a b) (hpos : ∀ x ∈ Icc a b, 0 < p x)
    (hc : ∀ x ∈ Icc a b, c * p x ≤ -p'' x / 2 + V x * p x)
    (hu : C1On u u' a b) (ha : u a = 0) (hb : u b = 0) (hx : ∃ x ∈ Icc a b, u x ≠ 0) :
    c * normIntegral u a b < energy V u u' a b := by
  obtain ⟨x, hx, hux⟩ := hx
  have hne : ∀ y ∈ Icc a b, p y ≠ 0 := fun y hy => (hpos y hy).ne'
  have hax : a < x := lt_of_le_of_ne hx.1 (fun h => hux (h ▸ ha))
  have hab : a < b := lt_of_lt_of_le hax hx.2
  have h := jacobi_gap hab.le hV hp hp' hpos hc hu ha hb
  have hw : ∃ y ∈ Icc a b, u' y - u y * p' y / p y ≠ 0 := by
    by_contra hw
    -- otherwise `u/p` is constant on `[a,x]`, and it vanishes at `a`
    have cq : ContinuousOn (fun y => u y / p y) (Icc a b) := hu.cont.div hp.cont hne
    have hd : ∀ y ∈ Ioo a x, HasDerivAt (fun y => u y / p y) 0 y := by
      intro y hy
      have hy' : y ∈ Ioo a b := ⟨hy.1, lt_of_lt_of_le hy.2 hx.2⟩
      have hy0 := hne y (Ioo_subset_Icc_self hy')
      have h0 : u' y - u y * p' y / p y = 0 := by
        by_contra h0
        exact hw ⟨y, Ioo_subset_Icc_self hy', h0⟩
      have e : u' y * p y - u y * p' y = p y * (u' y - u y * p' y / p y) := by
        field_simp
      refine ((hu.hasDeriv y hy').fun_div (hp.hasDeriv y hy') hy0).congr_deriv ?_
      show (u' y * p y - u y * p' y) / p y ^ 2 = 0
      rw [e, h0]
      simp
    have hF : (∫ _ in a..x, (0 : ℝ)) = u x / p x - u a / p a :=
      intervalIntegral.integral_eq_sub_of_hasDerivAt_of_le (f' := fun _ => 0) hax.le
        (cq.mono (Icc_subset_Icc_right hx.2)) hd intervalIntegrable_const
    rw [intervalIntegral.integral_zero, ha, zero_div, sub_zero] at hF
    exact div_ne_zero hux (hne x hx) hF.symm
  obtain ⟨y, hy, hwy⟩ := hw
  have c1 : ContinuousOn (fun x => (u' x - u x * p' x / p x) ^ 2 / 2) (Icc a b) :=
    ((hu.cont'.sub ((hu.cont.mul hp.cont').div hp.cont hne)).pow 2).div_const 2
  have h0 : 0 < ∫ x in a..b, (u' x - u x * p' x / p x) ^ 2 / 2 :=
    intervalIntegral.integral_pos hab c1 (fun _ _ => div_nonneg (sq_nonneg _) (by norm_num))
      ⟨y, hy, half_pos (lt_of_le_of_ne (sq_nonneg _) (pow_ne_zero 2 hwy).symm)⟩
  linarith
```

## Particle in a box

Let $a < b$ and $V \ge V_0$ on $[a,b]$ for a constant $V_0$. For a wavenumber $k$ with $0 < k < \pi/(b-a)$, take $p(x) = \cos\theta(x)$ with $\theta(x) = k\left(x - \tfrac{a+b}{2}\right)$. On the interval $|\theta| \le k(b-a)/2 < \pi/2$, so $p > 0$. With $p'' = -k^2p$,
$$-\tfrac12p'' + Vp = \left(\tfrac12k^2 + V\right)p \ \ge\ \left(V_0 + \tfrac12k^2\right)p,$$
and the criterion gives $(V_0 + k^2/2)N[u] \le E[u]$, which is `bound`. At $k = \pi/(b-a)$ the cosine vanishes at the walls and is no longer admissible, so that value is reached as a limit. The left side is continuous in $k$ and the right side does not depend on $k$; `le_of_tendsto` passes to the limit from below and yields
$$E[u] \ \ge\ \left(V_0 + \frac{\pi^2}{2(b-a)^2}\right) N[u].$$
Both `bound` and its limit are non-strict. The limiting inequality cannot be made strict in general: for $V = V_0$ and $u(x) = \sin\frac{\pi(x-a)}{b-a}$ one has $N[u] = \tfrac{b-a}{2}$ and $\int_a^b \tfrac12 u'^2\,dx = \frac{\pi^2}{2(b-a)^2}\cdot\tfrac{b-a}{2}$, so the two sides are equal (a check on paper, not in Lean).

```lean
/-- Particle in a box: if `V ≥ V₀` on `[a,b]`, every `C¹` function `u` vanishing at the walls
has energy at least `(V₀ + (π/(b-a))²/2) ∫ u²`. -/
theorem box_bound {V₀ : ℝ} (hab : a < b) (hV : ContinuousOn V (Icc a b))
    (hV₀ : ∀ x ∈ Icc a b, V₀ ≤ V x) (hu : C1On u u' a b) (ha : u a = 0) (hb : u b = 0) :
    (V₀ + (π / (b - a)) ^ 2 / 2) * normIntegral u a b ≤ energy V u u' a b := by
  -- comparison functions `cos k(x - m)` with `k (b - a) < π`
  have bound : ∀ k ∈ Ioo 0 (π / (b - a)),
      (V₀ + k ^ 2 / 2) * normIntegral u a b ≤ energy V u u' a b := by
    intro k hk
    have hk2 : k * (b - a) < π := (lt_div_iff₀ (sub_pos.2 hab)).1 hk.2
    have hl : ∀ x, HasDerivAt (fun y => k * (y - (a + b) / 2)) k x := fun x =>
      (((hasDerivAt_id' x).sub_const ((a + b) / 2)).const_mul k).congr_deriv (mul_one k)
    have hpos : ∀ x ∈ Icc a b, 0 < cos (k * (x - (a + b) / 2)) := fun x hx =>
      Real.cos_pos_of_mem_Ioo
        ⟨by nlinarith [mul_nonneg hk.1.le (sub_nonneg.2 hx.1)],
         by nlinarith [mul_nonneg hk.1.le (sub_nonneg.2 hx.2)]⟩
    refine jacobi_criterion (p := fun y => cos (k * (y - (a + b) / 2)))
      (p' := fun y => -sin (k * (y - (a + b) / 2)) * k)
      (p'' := fun y => -(cos (k * (y - (a + b) / 2)) * k) * k) hab.le hV
      ⟨by fun_prop, by fun_prop, fun x _ => (hl x).cos⟩
      ⟨by fun_prop, by fun_prop, fun x _ => (hl x).sin.fun_neg.mul_const k⟩
      hpos (fun x hx => ?_) hu ha hb
    show (V₀ + k ^ 2 / 2) * cos (k * (x - (a + b) / 2)) ≤
      -(-(cos (k * (x - (a + b) / 2)) * k) * k) / 2 + V x * cos (k * (x - (a + b) / 2))
    nlinarith [mul_le_mul_of_nonneg_right (hV₀ x hx) (hpos x hx).le]
  -- let `k` increase to `π / (b - a)`
  have hK : 0 < π / (b - a) := div_pos pi_pos (sub_pos.2 hab)
  have hc : Continuous fun k : ℝ => (V₀ + k ^ 2 / 2) * normIntegral u a b := by fun_prop
  have ht := (hc.tendsto (π / (b - a))).mono_left
    (nhdsWithin_le_nhds (s := Iio (π / (b - a))))
  refine le_of_tendsto ht ?_
  filter_upwards [Ioo_mem_nhdsLT hK] with k hk using bound k hk
```

## Confined harmonic oscillator

For $V = \omega^2x^2/2$ with real $\omega$, take $p = e^{-\omega x^2/2}$. Then $p' = -\omega x\,p$ and $p'' = (\omega^2x^2 - \omega)\,p$, so
$$-\tfrac12p'' + Vp = \tfrac12\omega\,p ,$$
the hypothesis holds with equality for $c = \omega/2$ (the final `ring`), and $p$ is positive everywhere. The strict criterion gives $E[u] > (\omega/2)N[u]$ for every $C^1$ function $u$ that vanishes at the walls and is nonzero somewhere, on any interval, whether or not it contains the origin. For $\omega > 0$ the constant is the zero-point energy of the oscillator on the whole line.

```lean
/-- Harmonic oscillator `V = ω²x²/2` confined to `[a,b]`: every `C¹` function `u` that vanishes
at the walls and is nonzero somewhere has energy strictly above `(ω/2) ∫ u²`. -/
theorem confined_oscillator_bound (ω : ℝ) (hu : C1On u u' a b) (ha : u a = 0) (hb : u b = 0)
    (hx : ∃ x ∈ Icc a b, u x ≠ 0) :
    ω / 2 * normIntegral u a b < energy (fun x => ω ^ 2 * x ^ 2 / 2) u u' a b := by
  -- Gaussian comparison function, whose local energy is `ω/2`
  have hf : ∀ x, HasDerivAt (fun y : ℝ => -ω / 2 * (y * y)) (-ω * x) x := fun x =>
    (((hasDerivAt_id' x).fun_mul (hasDerivAt_id' x)).const_mul (-ω / 2)).congr_deriv (by ring)
  refine jacobi_criterion_strict (p := fun y => exp (-ω / 2 * (y * y)))
    (p' := fun y => exp (-ω / 2 * (y * y)) * (-ω * y))
    (p'' := fun y => exp (-ω / 2 * (y * y)) * (ω ^ 2 * y ^ 2 - ω)) (by fun_prop)
    ⟨by fun_prop, by fun_prop, fun x _ => (hf x).exp⟩
    ⟨by fun_prop, by fun_prop, fun x _ =>
      ((hf x).exp.fun_mul ((hasDerivAt_id' x).const_mul (-ω))).congr_deriv (by ring)⟩
    (fun x _ => exp_pos _) (fun x _ => le_of_eq ?_) hu ha hb hx
  show ω / 2 * exp (-ω / 2 * (x * x)) = -(exp (-ω / 2 * (x * x)) * (ω ^ 2 * x ^ 2 - ω)) / 2
    + ω ^ 2 * x ^ 2 / 2 * exp (-ω / 2 * (x * x))
  ring

end

end JacobiCriterion
```

```lean
#print axioms JacobiCriterion.jacobi_criterion
-- 'JacobiCriterion.jacobi_criterion' depends on axioms: [propext, Classical.choice, Quot.sound]
#print axioms JacobiCriterion.box_bound
-- 'JacobiCriterion.box_bound' depends on axioms: [propext, Classical.choice, Quot.sound]
#print axioms JacobiCriterion.confined_oscillator_bound
-- 'JacobiCriterion.confined_oscillator_bound' depends on axioms: [propext, Classical.choice, Quot.sound]
```

## Examples and a variant

The examples and the variant below are worked on paper and have not been put through Lean.

On $[0,1]$ with $V = V_0 = 0$, the trial function $u = x(1-x)$ has $u' = 1 - 2x$, so $E[u] = \tfrac12\cdot\tfrac13 = \tfrac16$ and $N[u] = \tfrac13 - \tfrac12 + \tfrac15 = \tfrac1{30}$. The normalised function $\sqrt{30}\,x(1-x)$ has energy $5$, against the lower bound $\pi^2/2 \approx 4.935$.

Without positivity of $p$ the bound can fail. On $[0,\pi]$ with $V = 0$, the function $p = \cos 2x$ obeys $-p''/2 = 2p$, so the differential hypothesis holds with $c = 2$, but $p$ changes sign at $\pi/4$ and $3\pi/4$. For $u = \sin x$ one finds $E[u] = \pi/4$ and $N[u] = \pi/2$, so $E[u] < cN[u] = \pi$.

The energy decomposition also treats free ends. If $p > 0$, $E_L \ge c$, $p'(a) \le 0$ and $p'(b) \ge 0$, the boundary term $\tfrac12\left(u(b)^2p'(b)/p(b) - u(a)^2p'(a)/p(a)\right)$ is non-negative whatever $u(a)$ and $u(b)$ are, so $E[u] \ge cN[u]$ for every $C^1$ function $u$. Equality can then occur: for constant $V = c$, take $p = u = 1$.
